# For nodeless states between the same hard walls, the energy shift lies between the minimum and maximum of the change in a continuous potential

Q: An electron sits in its ground state between hard walls at $a$ and $b$. A gate voltage changes the potential from $V_1$ to $V_2$, and the energy moves from $E_1$ to $E_2$. I expect the shift to lie within the range of $V_2-V_1$. Can you derive that without perturbation theory?

A: Yes, for one particle in one dimension and potentials continuous on $[a,b]$. In units with $\hbar^2/2m=1$, the wavefunctions obey $-u_j''+V_ju_j=E_ju_j$, vanish at both walls and, with a suitable choice of phase, are positive between them. Write $p_j=u_j'$ and $W=u_1p_2-p_1u_2$. Then

$$W'=p_1p_2+u_1(V_2-E_2)u_2-(V_1-E_1)u_1u_2-p_1p_2$$
$$=\bigl[V_2-V_1-(E_2-E_1)\bigr]u_1u_2.$$

Since $W(a)=W(b)=0$, integration gives

$$E_2-E_1=\frac{\int_a^b (V_2-V_1)\,u_1u_2\,dx}{\int_a^b u_1u_2\,dx}.$$

The normalised weight $u_1u_2/\int_a^b u_1u_2\,dx$ is positive inside the well, so this average lies between the minimum and maximum of $V_2-V_1$. Rolle's theorem also gives the bound directly: $W'(c)=0$ at some interior $c$, and $u_1(c)u_2(c)>0$, so $E_2-E_1=V_2(c)-V_1(c)$.

Q: What does the Lean file take a "ground state" to be?

```lean
import Mathlib

open Set

namespace GroundStateComparison

noncomputable section

/-- A real wavefunction `u` with slope `p` that solves `-u'' + V u = E u` between walls at
`a` and `b`, vanishes at both walls and is positive between them. -/
structure NodelessState (V : ℝ → ℝ) (E a b : ℝ) (u p : ℝ → ℝ) : Prop where
  width : a < b
  cont_u : ContinuousOn u (Icc a b)
  cont_p : ContinuousOn p (Icc a b)
  slope : ∀ x ∈ Ioo a b, HasDerivAt u (p x) x
  schrodinger : ∀ x ∈ Ioo a b, HasDerivAt p ((V x - E) * u x) x
  left_wall : u a = 0
  right_wall : u b = 0
  pos : ∀ x ∈ Ioo a b, 0 < u x
```

A: It takes a nodeless solution. In `NodelessState V E a b u p`, `p` is the slope of `u`; both are continuous up to the walls, and the equation holds at every interior point. Normalisation is not required, because it cancels in the average. That a nodeless state is the lowest one is standard Sturm–Liouville theory, which the file neither uses nor proves. The existence of the two states is a hypothesis.

Q: Does positivity matter, or would any two eigenstates do?

A: It matters. The two lowest states of one potential have different energies although $V_2-V_1=0$. Positivity excludes that pair.

Q: Where does the calculation with $W$ appear?

```lean
/-- The Wronskian of two wavefunctions `u₁`, `u₂` with slopes `p₁`, `p₂`. -/
def wronskian (u₁ p₁ u₂ p₂ : ℝ → ℝ) (x : ℝ) : ℝ := u₁ x * p₂ x - p₁ x * u₂ x

variable {V₁ V₂ u₁ p₁ u₂ p₂ : ℝ → ℝ} {E₁ E₂ a b : ℝ}

/-- Inside the well the Wronskian changes at a rate given by the difference of the potentials
minus the difference of the energies, times the product of the wavefunctions. -/
theorem wronskian_hasDerivAt (h₁ : NodelessState V₁ E₁ a b u₁ p₁)
    (h₂ : NodelessState V₂ E₂ a b u₂ p₂) {x : ℝ} (hx : x ∈ Ioo a b) :
    HasDerivAt (wronskian u₁ p₁ u₂ p₂)
      ((V₂ x - V₁ x - (E₂ - E₁)) * (u₁ x * u₂ x)) x := by
  have h := ((h₁.slope x hx).fun_mul (h₂.schrodinger x hx)).fun_sub
    ((h₁.schrodinger x hx).fun_mul (h₂.slope x hx))
  exact h.congr_deriv (by ring)

/-- The Wronskian of two nodeless states is continuous up to the walls and vanishes at both. -/
theorem wronskian_boundary (h₁ : NodelessState V₁ E₁ a b u₁ p₁)
    (h₂ : NodelessState V₂ E₂ a b u₂ p₂) :
    ContinuousOn (wronskian u₁ p₁ u₂ p₂) (Icc a b) ∧
      wronskian u₁ p₁ u₂ p₂ a = 0 ∧ wronskian u₁ p₁ u₂ p₂ b = 0 := by
  refine ⟨(h₁.cont_u.mul h₂.cont_p).sub (h₁.cont_p.mul h₂.cont_u), ?_, ?_⟩
  · simp [wronskian, h₁.left_wall, h₂.left_wall]
  · simp [wronskian, h₁.right_wall, h₂.right_wall]
```

A: The product rule gives the derivative, and `ring` cancels the two $p_1p_2$ terms. The second lemma records continuity and the zero wall values.

Q: And the average?

```lean
/-- For continuous potentials the overlap of the two states is positive, and the energy shift
times this overlap is the integral of `V₂ - V₁` weighted by the product of the wavefunctions. -/
theorem energy_shift_weighted_average (h₁ : NodelessState V₁ E₁ a b u₁ p₁)
    (h₂ : NodelessState V₂ E₂ a b u₂ p₂)
    (hV₁ : ContinuousOn V₁ (Icc a b)) (hV₂ : ContinuousOn V₂ (Icc a b)) :
    0 < (∫ x in a..b, u₁ x * u₂ x) ∧
      (E₂ - E₁) * (∫ x in a..b, u₁ x * u₂ x) =
        ∫ x in a..b, (V₂ x - V₁ x) * (u₁ x * u₂ x) := by
  have hab := h₁.width.le
  obtain ⟨hc, ha, hb⟩ := wronskian_boundary h₁ h₂
  have hi : IntervalIntegrable (fun x => u₁ x * u₂ x) MeasureTheory.volume a b :=
    ContinuousOn.intervalIntegrable_of_Icc hab (h₁.cont_u.mul h₂.cont_u)
  have hj : IntervalIntegrable (fun x => (V₂ x - V₁ x) * (u₁ x * u₂ x))
      MeasureTheory.volume a b :=
    ContinuousOn.intervalIntegrable_of_Icc hab
      ((hV₂.sub hV₁).mul (h₁.cont_u.mul h₂.cont_u))
  refine ⟨intervalIntegral.intervalIntegral_pos_of_pos_on hi
    (fun x hx => mul_pos (h₁.pos x hx) (h₂.pos x hx)) h₁.width, ?_⟩
  have hd : ∀ x ∈ Ioo a b, HasDerivAt (wronskian u₁ p₁ u₂ p₂)
      ((V₂ x - V₁ x) * (u₁ x * u₂ x) - (E₂ - E₁) * (u₁ x * u₂ x)) x :=
    fun x hx => (wronskian_hasDerivAt h₁ h₂ hx).congr_deriv (by ring)
  -- the integrated derivative of the Wronskian has no boundary terms
  have key := intervalIntegral.integral_eq_sub_of_hasDerivAt_of_le hab hc hd
    (hj.sub (hi.const_mul (E₂ - E₁)))
  rw [intervalIntegral.integral_sub hj (hi.const_mul (E₂ - E₁)),
    intervalIntegral.integral_const_mul, ha, hb] at key
  linarith
```

A: It is stated without division: the overlap is positive, and the shift times the overlap equals the weighted integral. Continuity of the wavefunctions makes the overlap integrand integrable, and continuity of the potentials does the same for the weighted one. The fundamental theorem of calculus then supplies `key`, whose boundary terms vanish.

Q: Does the bound itself come from this average?

```lean
/-- The energy shift equals the difference of the potentials at some point strictly between
the walls. -/
theorem energy_shift_attained (h₁ : NodelessState V₁ E₁ a b u₁ p₁)
    (h₂ : NodelessState V₂ E₂ a b u₂ p₂) :
    ∃ c ∈ Ioo a b, E₂ - E₁ = V₂ c - V₁ c := by
  obtain ⟨hc, ha, hb⟩ := wronskian_boundary h₁ h₂
  -- Rolle's theorem for the Wronskian
  obtain ⟨c, hcI, h0⟩ := exists_hasDerivAt_eq_zero h₁.width hc (ha.trans hb.symm)
    (fun x hx => wronskian_hasDerivAt h₁ h₂ hx)
  have h0' : (V₂ c - V₁ c - (E₂ - E₁)) * (u₁ c * u₂ c) = 0 := h0
  have hpos := mul_pos (h₁.pos c hcI) (h₂.pos c hcI)
  rcases mul_eq_zero.mp h0' with h | h
  · exact ⟨c, hcI, by linarith⟩
  · exact absurd h hpos.ne'

/-- For nodeless states in continuous potentials, `V₂ - V₁` has a minimum and a maximum on the
closed well, and the energy shift lies between these two values. -/
theorem energy_shift_between_min_max (h₁ : NodelessState V₁ E₁ a b u₁ p₁)
    (h₂ : NodelessState V₂ E₂ a b u₂ p₂)
    (hV₁ : ContinuousOn V₁ (Icc a b)) (hV₂ : ContinuousOn V₂ (Icc a b)) :
    ∃ x ∈ Icc a b, ∃ y ∈ Icc a b,
      (∀ t ∈ Icc a b, V₂ x - V₁ x ≤ V₂ t - V₁ t) ∧
      (∀ t ∈ Icc a b, V₂ t - V₁ t ≤ V₂ y - V₁ y) ∧
      V₂ x - V₁ x ≤ E₂ - E₁ ∧ E₂ - E₁ ≤ V₂ y - V₁ y := by
  have hne : (Icc a b).Nonempty := nonempty_Icc.mpr h₁.width.le
  have hW : ContinuousOn (fun t => V₂ t - V₁ t) (Icc a b) := hV₂.sub hV₁
  obtain ⟨x, hx, hmin⟩ := isCompact_Icc.exists_isMinOn hne hW
  obtain ⟨y, hy, hmax⟩ := isCompact_Icc.exists_isMaxOn hne hW
  obtain ⟨c, hc, hE⟩ := energy_shift_attained h₁ h₂
  have hc' := Ioo_subset_Icc_self hc
  have hlow : ∀ t ∈ Icc a b, V₂ x - V₁ x ≤ V₂ t - V₁ t := fun t ht => hmin ht
  have hupp : ∀ t ∈ Icc a b, V₂ t - V₁ t ≤ V₂ y - V₁ y := fun t ht => hmax ht
  exact ⟨x, hx, y, hy, hlow, hupp, hE ▸ hlow c hc', hE ▸ hupp c hc'⟩
```

A: No, it comes from the Rolle point. The first theorem doesn't assume continuous potentials, but a finite step is still excluded, since $p'=(V-E)u$ must hold at the step and a derivative has no jumps. The second theorem adds continuity on $[a,b]$. Compactness then gives points `x` and `y` where $V_2-V_1$ is smallest and largest, and the value at $c$ lies between.

Q: Can the shift equal the minimum?

```lean
/-- Equality case: if the potential difference is nowhere below the energy shift, it equals
the energy shift everywhere between the walls. -/
theorem potential_difference_constant (h₁ : NodelessState V₁ E₁ a b u₁ p₁)
    (h₂ : NodelessState V₂ E₂ a b u₂ p₂)
    (hle : ∀ x ∈ Ioo a b, E₂ - E₁ ≤ V₂ x - V₁ x) :
    ∀ x ∈ Ioo a b, V₂ x - V₁ x = E₂ - E₁ := by
  obtain ⟨hc, ha, hb⟩ := wronskian_boundary h₁ h₂
  have hd := fun x (hx : x ∈ Ioo a b) => wronskian_hasDerivAt h₁ h₂ hx
  have hmono : MonotoneOn (wronskian u₁ p₁ u₂ p₂) (Icc a b) := by
    apply monotoneOn_of_deriv_nonneg (convex_Icc a b) hc
    · rw [interior_Icc]
      exact fun x hx => (hd x hx).differentiableAt.differentiableWithinAt
    · rw [interior_Icc]
      intro x hx
      rw [(hd x hx).deriv]
      exact mul_nonneg (sub_nonneg.mpr (hle x hx))
        (mul_pos (h₁.pos x hx) (h₂.pos x hx)).le
  -- monotone with equal end values: the Wronskian vanishes identically
  have hzero : ∀ x ∈ Ioo a b, wronskian u₁ p₁ u₂ p₂ x = 0 := by
    intro x hx
    have hx' := Ioo_subset_Icc_self hx
    have h3 := hmono (left_mem_Icc.mpr h₁.width.le) hx' hx.1.le
    have h4 := hmono hx' (right_mem_Icc.mpr h₁.width.le) hx.2.le
    linarith
  intro x hx
  have hev : wronskian u₁ p₁ u₂ p₂ =ᶠ[nhds x] fun _ => (0 : ℝ) := by
    filter_upwards [Ioo_mem_nhds hx.1 hx.2] with y hy using hzero y hy
  have h0 := (hd x hx).unique ((hasDerivAt_const x (0 : ℝ)).congr_of_eventuallyEq hev)
  rcases mul_eq_zero.mp h0 with h | h
  · linarith
  · exact absurd h (mul_pos (h₁.pos x hx) (h₂.pos x hx)).ne'
```

A: Only if $V_2-V_1$ is constant inside the well. If the shift is a lower bound, then $W'\ge0$, so $W$ is monotone with equal end values and vanishes throughout. Hence $W'=0$, and dividing by $u_1u_2>0$ gives $V_2-V_1=E_2-E_1$. Exchanging the states treats the maximum.

Q: So raising the potential somewhere and lowering it nowhere must raise the energy?

```lean
/-- Raising the potential at some point between the walls, and lowering it nowhere there,
strictly raises the energy of the nodeless state. -/
theorem energy_strict_mono (h₁ : NodelessState V₁ E₁ a b u₁ p₁)
    (h₂ : NodelessState V₂ E₂ a b u₂ p₂)
    (hle : ∀ x ∈ Ioo a b, V₁ x ≤ V₂ x) (hlt : ∃ x ∈ Ioo a b, V₁ x < V₂ x) :
    E₁ < E₂ := by
  by_contra hE
  obtain ⟨x, hx, hVx⟩ := hlt
  have h := potential_difference_constant h₁ h₂
    (fun y hy => by linarith [hle y hy, not_lt.mp hE]) x hx
  linarith [not_lt.mp hE]
```

A: Strictly, when both potentials have nodeless states in the sense above; for continuous potentials a raised point carries a raised interval with it. If $E_2\le E_1$, then $E_2-E_1\le0\le V_2-V_1$, and the equality case makes $V_2-V_1=E_2-E_1\le0$ everywhere inside, which contradicts the raised point.

Q: Are there nodeless states in this exact sense for different continuous potentials?

```lean
/-- For every real `s`, the function `sin x * exp (-s cos x)` is a nodeless state of energy `1`
in the potential `3 s cos x + s² sin² x` between walls at `0` and `π`. -/
theorem nodelessState_witness (s : ℝ) :
    NodelessState (fun x => 3 * s * Real.cos x + s ^ 2 * Real.sin x ^ 2) 1 0 Real.pi
      (fun x => Real.sin x * Real.exp (-s * Real.cos x))
      (fun x => (Real.cos x + s * Real.sin x ^ 2) * Real.exp (-s * Real.cos x)) := by
  have he : ∀ x : ℝ, HasDerivAt (fun y => Real.exp (-s * Real.cos y))
      (Real.exp (-s * Real.cos x) * (-s * (-Real.sin x))) x :=
    fun x => ((Real.hasDerivAt_cos x).const_mul (-s)).exp
  have hs : ∀ x : ℝ, HasDerivAt (fun y => Real.sin y ^ 2)
      (2 * Real.sin x * Real.cos x) x :=
    fun x => by simpa using (Real.hasDerivAt_sin x).fun_pow 2
  refine ⟨Real.pi_pos, Continuous.continuousOn (by fun_prop),
    Continuous.continuousOn (by fun_prop), fun x _ => ?_, fun x _ => ?_,
    by simp, by simp, fun x hx => ?_⟩
  · refine ((Real.hasDerivAt_sin x).fun_mul (he x)).congr_deriv ?_
    ring
  · refine (((Real.hasDerivAt_cos x).fun_add ((hs x).const_mul s)).fun_mul
      (he x)).congr_deriv ?_
    ring
  · exact mul_pos (Real.sin_pos_of_pos_of_lt_pi hx.1 hx.2) (Real.exp_pos _)

end

end GroundStateComparison
```

```lean
#print axioms GroundStateComparison.energy_shift_weighted_average
#print axioms GroundStateComparison.energy_shift_between_min_max
#print axioms GroundStateComparison.energy_strict_mono
```

```
'GroundStateComparison.energy_shift_weighted_average' depends on axioms: [propext, Classical.choice, Quot.sound]
'GroundStateComparison.energy_shift_between_min_max' depends on axioms: [propext, Classical.choice, Quot.sound]
'GroundStateComparison.energy_strict_mono' depends on axioms: [propext, Classical.choice, Quot.sound]
```

A: Yes, one for each real $s$. With $u=\sin x\,e^{-s\cos x}$,

$$u'=(\cos x+s\sin^2x)\,e^{-s\cos x},$$
$$u''=(3s\cos x+s^2\sin^2x-1)\,u.$$

The energy is always $1$, and $s=0$ is the empty box. For $s\ne0$ the change from the empty box is $3s$ at one wall and $-3s$ at the other, which is consistent with zero shift.

Q: Does the argument help when I have only a trial function?

A: It does, for one particle in one dimension. Let $\varphi$ be $C^2$ on $[a,b]$, positive inside and zero at the walls. It is a nodeless state of energy $0$ in the potential $\varphi''/\varphi$. Comparing it with the ground state of a continuous potential $V$, whose energy is $E$, shows that $E$ equals the local energy $(-\varphi''+V\varphi)/\varphi$ at some interior point. The infimum and supremum over the interior of the local energy, a quantity familiar from variational Monte Carlo, therefore bracket $E$ in this setting. Either may be infinite, because $\varphi$ vanishes at the walls: for $V=0$ and $\varphi=x(1-x)$ on $[0,1]$, the local energy $2/[x(1-x)]$ gives the lower bound $8$ but no finite upper bound. This corollary is not stated in the file.
